# Hole and electron densities bracket the mean squared exciton size along one axis

After an excited-state calculation, the hole and electron densities along a chosen axis can be reduced to two centroids and two widths, and these four numbers used to estimate how far apart the hole and electron are. For a finite joint probability distribution, they confine the mean squared separation to an interval. When both widths are non-zero, its position within that interval depends on hole-electron correlation, which the two densities do not record.

## One joint distribution behind both densities

Let $P_{ij}$ be the probability of finding the hole at site $i$, with position $x_i$, and the electron at site $j$, with position $y_j$. The hole density is $p_i=\sum_j P_{ij}$ and the electron density is $q_j=\sum_i P_{ij}$. Their means and standard deviations are

$$h=\sum_i p_i x_i,\quad e=\sum_j q_j y_j,\quad s^2=\sum_i p_i(x_i-h)^2,\quad t^2=\sum_j q_j(y_j-e)^2,$$

with $s,t\ge 0$. The mean squared separation is $D=\sum_{ij}P_{ij}(x_i-y_j)^2$, and the result is

$$(h-e)^2+(s-t)^2\;\le\; D\;\le\;(h-e)^2+(s+t)^2 .$$

In the code, the finite types `ι` and `κ` label the hole and electron sites and may differ.

```lean
import Mathlib

open Finset

namespace ExcitonSizeBracket

noncomputable section

variable {ι κ : Type*} [Fintype ι] [Fintype κ]
```

The structure `IsJoint` contains the two assumptions on $P$: non-negative weights and unit total. No wavefunction appears, and how $P$ is obtained from one is left open.

```lean
/-- A joint hole-electron distribution: non-negative weights with total one. -/
structure IsJoint (P : ι → κ → ℝ) : Prop where
  nonneg : ∀ i j, 0 ≤ P i j
  total : ∑ i, ∑ j, P i j = 1
```

The two densities are defined as marginals of the same $P$. A hole density and an electron density taken from separate sources fall under the theorem only if some joint distribution, the one whose separation is wanted, has both as its marginals.

```lean
/-- The hole density: the joint distribution summed over electron sites. -/
def holeDensity (P : ι → κ → ℝ) (i : ι) : ℝ := ∑ j, P i j

/-- The electron density: the joint distribution summed over hole sites. -/
def electronDensity (P : ι → κ → ℝ) (j : κ) : ℝ := ∑ i, P i j
```

`mean` and `spread` take a single density and its positions. Positions are real numbers, so the size in question is one Cartesian component of the separation.

```lean
/-- The mean position of a density `w` on sites at positions `x`. -/
def mean (w x : ι → ℝ) : ℝ := ∑ i, w i * x i

/-- The standard deviation of position in a density `w` on sites at positions `x`. -/
def spread (w x : ι → ℝ) : ℝ := √(∑ i, w i * (x i - mean w x) ^ 2)
```

The covariance $C=\sum_{ij}P_{ij}(x_i-h)(y_j-e)$ and the separation $D$, called `meanSqSep`, are defined from the joint distribution.

```lean
/-- The covariance of the hole and electron positions. -/
def covariance (P : ι → κ → ℝ) (x : ι → ℝ) (y : κ → ℝ) : ℝ :=
  ∑ i, ∑ j, P i j *
    ((x i - mean (holeDensity P) x) * (y j - mean (electronDensity P) y))

/-- The mean squared hole-electron separation. -/
def meanSqSep (P : ι → κ → ℝ) (x : ι → ℝ) (y : κ → ℝ) : ℝ :=
  ∑ i, ∑ j, P i j * (x i - y j) ^ 2
```

## Unit total: one hole and one electron

The condition $\sum_{ij}P_{ij}=1$ says that exactly one hole-electron pair is being described. By hand, it makes the displacements $u_i=x_i-h$ and $v_j=y_j-e$ average to zero:

$$\sum_i p_i u_i=\sum_i p_i x_i-h\sum_i p_i=h-h=0,$$

and likewise for $v_j$. The lemma `centred` is this computation.

```lean
/-- Deviations from the mean position average to zero in a normalised density. -/
theorem centred (w x : ι → ℝ) (hw : ∑ i, w i = 1) :
    ∑ i, w i * (x i - mean w x) = 0 := by
  simp_rw [mul_sub]
  rw [Finset.sum_sub_distrib, ← Finset.sum_mul, hw, one_mul]
  exact sub_self (mean w x)
```

For real $c,a,b$, expanding the square and averaging gives

$$\sum_{ij}P_{ij}(c+au_i+bv_j)^2=c^2+a^2s^2+b^2t^2+2abC .$$

The constant term is $c^2$ because the total is one, and the terms linear in $u$ or $v$ vanish. In `quadratic_average`, `hole` and `elec` reduce averages of one-particle functions to the marginals, `h1` and `h2` remove the linear terms, and `expand` carries out the algebra. Non-negativity enters at `h3` and `h4`, where squaring the square root in `spread` must return the variance.

```lean
/-- The average square of a constant plus a combination of the hole and electron
displacements, in terms of the two spreads and the covariance. -/
theorem quadratic_average {P : ι → κ → ℝ} (hP : IsJoint P) (x : ι → ℝ) (y : κ → ℝ)
    (c a b : ℝ) :
    ∑ i, ∑ j, P i j * (c + a * (x i - mean (holeDensity P) x)
        + b * (y j - mean (electronDensity P) y)) ^ 2
      = c ^ 2 + a ^ 2 * spread (holeDensity P) x ^ 2
        + b ^ 2 * spread (electronDensity P) y ^ 2 + 2 * a * b * covariance P x y := by
  -- averages of one-particle functions need only the marginals
  have hole : ∀ f : ι → ℝ, ∑ i, ∑ j, P i j * f i = ∑ i, holeDensity P i * f i := by
    intro f
    simp only [holeDensity, Finset.sum_mul]
  have elec : ∀ g : κ → ℝ, ∑ i, ∑ j, P i j * g j = ∑ j, electronDensity P j * g j := by
    intro g
    simp only [electronDensity, Finset.sum_mul]
    exact Finset.sum_comm
  have te : ∑ j, electronDensity P j = 1 := by
    unfold electronDensity
    rw [Finset.sum_comm]
    exact hP.total
  have h1 : ∑ i, ∑ j, P i j * (x i - mean (holeDensity P) x) = 0 :=
    (hole fun i => x i - mean (holeDensity P) x).trans (centred _ x hP.total)
  have h2 : ∑ i, ∑ j, P i j * (y j - mean (electronDensity P) y) = 0 :=
    (elec fun j => y j - mean (electronDensity P) y).trans (centred _ y te)
  have h3 : ∑ i, ∑ j, P i j * (x i - mean (holeDensity P) x) ^ 2
      = spread (holeDensity P) x ^ 2 := by
    refine (hole fun i => (x i - mean (holeDensity P) x) ^ 2).trans (Real.sq_sqrt ?_).symm
    exact Finset.sum_nonneg fun i _ =>
      mul_nonneg (Finset.sum_nonneg fun j _ => hP.nonneg i j) (sq_nonneg _)
  have h4 : ∑ i, ∑ j, P i j * (y j - mean (electronDensity P) y) ^ 2
      = spread (electronDensity P) y ^ 2 := by
    refine (elec fun j => (y j - mean (electronDensity P) y) ^ 2).trans (Real.sq_sqrt ?_).symm
    exact Finset.sum_nonneg fun j _ =>
      mul_nonneg (Finset.sum_nonneg fun i _ => hP.nonneg i j) (sq_nonneg _)
  -- expand the square term by term
  have expand : ∀ m n : ℝ,
      ∑ i, ∑ j, P i j * (c + a * (x i - m) + b * (y j - n)) ^ 2
        = c ^ 2 * (∑ i, ∑ j, P i j) + a ^ 2 * (∑ i, ∑ j, P i j * (x i - m) ^ 2)
          + b ^ 2 * (∑ i, ∑ j, P i j * (y j - n) ^ 2)
          + 2 * a * b * (∑ i, ∑ j, P i j * ((x i - m) * (y j - n)))
          + 2 * c * a * (∑ i, ∑ j, P i j * (x i - m))
          + 2 * c * b * (∑ i, ∑ j, P i j * (y j - n)) := by
    intro m n
    simp only [Finset.mul_sum, ← Finset.sum_add_distrib]
    exact Finset.sum_congr rfl fun i _ => Finset.sum_congr rfl fun j _ => by ring
  rw [expand, hP.total, h1, h2, h3, h4]
  unfold covariance
  ring
```

Since $x_i-y_j=(h-e)+u_i-v_j$, the choice $c=h-e$, $a=1$, $b=-1$ yields

$$D=(h-e)^2+s^2+t^2-2C .$$

Every term except the one in $C$ is fixed by the marginals; $C$ can vary between joint distributions with the same marginals when both spreads are non-zero.

```lean
/-- The mean squared separation is the squared distance of the centroids plus both
squared spreads minus twice the covariance. -/
theorem meanSqSep_eq {P : ι → κ → ℝ} (hP : IsJoint P) (x : ι → ℝ) (y : κ → ℝ) :
    meanSqSep P x y = (mean (holeDensity P) x - mean (electronDensity P) y) ^ 2
      + spread (holeDensity P) x ^ 2 + spread (electronDensity P) y ^ 2
      - 2 * covariance P x y := by
  have q := quadratic_average hP x y
    (mean (holeDensity P) x - mean (electronDensity P) y) 1 (-1)
  have e : meanSqSep P x y = _ := (Finset.sum_congr rfl fun i _ =>
    Finset.sum_congr rfl fun j _ => by ring).trans q
  rw [e]
  ring
```

Without unit total, the bracket can fail. Take one hole site at $x=1$, one electron site at $y=0$, and weight 2. The formulas then give $h=2$, $e=0$, $s^2=2$ and $t=0$, so the lower bound is 6, while $D=2$. An unnormalised distribution must be rescaled before its moments are used.

## Non-negative weights: a bound on correlation

Non-negativity makes $P_{ij}$ a probability. It holds for squared moduli of amplitudes, but some population partitions, such as Mulliken-type ones, can produce negative pair weights.

By hand, it ensures that an average of squares is non-negative. With $c=0$,

$$0\le a^2s^2+b^2t^2+2abC\quad\text{for all real }a,b .$$

If $t>0$, setting $a=t^2$ and $b=-C$ gives $0\le t^2(s^2t^2-C^2)$, hence $|C|\le st$. If $t=0$, setting $a=C$ and $b=-(s^2+1)$ gives $0\le -C^2(s^2+2)$, hence $C=0$. The proof of `abs_covariance_le` makes the same choices in the same two cases.

```lean
/-- The covariance is at most the product of the hole and electron spreads in size. -/
theorem abs_covariance_le {P : ι → κ → ℝ} (hP : IsJoint P) (x : ι → ℝ) (y : κ → ℝ) :
    |covariance P x y| ≤ spread (holeDensity P) x * spread (electronDensity P) y := by
  have q : ∀ a b : ℝ, 0 ≤ a ^ 2 * spread (holeDensity P) x ^ 2
      + b ^ 2 * spread (electronDensity P) y ^ 2 + 2 * a * b * covariance P x y := by
    intro a b
    have h := quadratic_average hP x y 0 a b
    have h0 : 0 ≤ ∑ i, ∑ j, P i j * (0 + a * (x i - mean (holeDensity P) x)
        + b * (y j - mean (electronDensity P) y)) ^ 2 :=
      Finset.sum_nonneg fun i _ => Finset.sum_nonneg fun j _ =>
        mul_nonneg (hP.nonneg i j) (sq_nonneg _)
    linarith
  have hs : 0 ≤ spread (holeDensity P) x := Real.sqrt_nonneg _
  have ht : 0 ≤ spread (electronDensity P) y := Real.sqrt_nonneg _
  generalize spread (holeDensity P) x = s at *
  generalize spread (electronDensity P) y = t at *
  generalize covariance P x y = C at *
  refine abs_le_of_sq_le_sq ?_ (mul_nonneg hs ht)
  rcases ht.eq_or_lt with h | h
  · -- a sharp electron position leaves no room for covariance
    subst h
    have := q C (-(s ^ 2 + 1))
    nlinarith [mul_nonneg (sq_nonneg C) (sq_nonneg s), sq_nonneg C]
  · have h1 := q (t ^ 2) (-C)
    have h2 : 0 ≤ t ^ 2 * ((s * t) ^ 2 - C ^ 2) := by linarith
    linarith [nonneg_of_mul_nonneg_right h2 (pow_pos h 2)]
```

Inserting $-st\le C\le st$ into the formula for $D$ gives the bracket. In the proof, `abs_le` splits the covariance bound into its two sides and `linarith` finishes each inequality.

```lean
/-- The means and spreads of the hole and electron densities bracket the mean squared
hole-electron separation. -/
theorem exciton_size_bracket {P : ι → κ → ℝ} (hP : IsJoint P) (x : ι → ℝ) (y : κ → ℝ) :
    (mean (holeDensity P) x - mean (electronDensity P) y) ^ 2
        + (spread (holeDensity P) x - spread (electronDensity P) y) ^ 2 ≤ meanSqSep P x y ∧
      meanSqSep P x y ≤ (mean (holeDensity P) x - mean (electronDensity P) y) ^ 2
        + (spread (holeDensity P) x + spread (electronDensity P) y) ^ 2 := by
  obtain ⟨h1, h2⟩ := abs_le.mp (abs_covariance_le hP x y)
  rw [meanSqSep_eq hP]
  constructor <;> linarith
```

With negative weights, the two densities can look entirely ordinary while the bound fails. Put weight $3/4$ on each of the pairs $(0,0)$ and $(1,1)$, and $-1/4$ on each of the other two. Both marginals are $(1/2,1/2)$, yet with hole and electron positions $\pm1$ one finds $D=-2$, below the lower bound of 0.

## Non-zero spreads: when the lower bound is reached

The assumptions $s>0$ and $t>0$ say that neither particle is confined to a single position. They allow each displacement to be measured in units of its own spread. The lower bound is reached exactly when $C=st$. Taking $c=0$, $a=t$, $b=-s$ gives

$$\sum_{ij}P_{ij}(tu_i-sv_j)^2=2st(st-C).$$

If $C=st$, the left side is a vanishing sum of non-negative terms, so $tu_i=sv_j$ wherever $P_{ij}\ne0$; this is $u_i/s=v_j/t$. Conversely, if that relation holds on all such pairs, the left side vanishes, and dividing by $2st>0$ gives $C=st$. Hole and electron then move together in perfect linear correlation.

```lean
/-- For non-zero spreads, the lower bound is reached exactly when hole and electron
displacements, each in units of its spread, agree on all pairs of non-zero weight. -/
theorem lower_bound_iff {P : ι → κ → ℝ} (hP : IsJoint P) (x : ι → ℝ) (y : κ → ℝ)
    (hs : 0 < spread (holeDensity P) x) (ht : 0 < spread (electronDensity P) y) :
    meanSqSep P x y = (mean (holeDensity P) x - mean (electronDensity P) y) ^ 2
        + (spread (holeDensity P) x - spread (electronDensity P) y) ^ 2 ↔
      ∀ i j, P i j ≠ 0 → (x i - mean (holeDensity P) x) / spread (holeDensity P) x
        = (y j - mean (electronDensity P) y) / spread (electronDensity P) y := by
  have q := quadratic_average hP x y 0 (spread (electronDensity P) y)
    (-spread (holeDensity P) x)
  rw [meanSqSep_eq hP]
  constructor
  · intro h i j hij
    have hC : covariance P x y
        = spread (holeDensity P) x * spread (electronDensity P) y := by linarith
    rw [hC] at q
    have q0 := q.trans (by ring : _ = (0 : ℝ))
    -- a vanishing sum of non-negative terms vanishes term by term
    have r := (Finset.sum_eq_zero_iff_of_nonneg (fun i _ => Finset.sum_nonneg fun j _ =>
      mul_nonneg (hP.nonneg i j) (sq_nonneg _))).mp q0 i (Finset.mem_univ i)
    have r' := (Finset.sum_eq_zero_iff_of_nonneg (fun j _ =>
      mul_nonneg (hP.nonneg i j) (sq_nonneg _))).mp r j (Finset.mem_univ j)
    have z := pow_eq_zero_iff (two_ne_zero) |>.mp ((mul_eq_zero.mp r').resolve_left hij)
    rw [div_eq_div_iff hs.ne' ht.ne']
    linarith
  · intro h
    rw [Finset.sum_eq_zero fun i _ => Finset.sum_eq_zero fun j _ => ?_] at q
    · have hp := mul_pos hs ht
      have z : (spread (holeDensity P) x * spread (electronDensity P) y) *
          (spread (holeDensity P) x * spread (electronDensity P) y
            - covariance P x y) = 0 := by linarith
      have := (mul_eq_zero.mp z).resolve_left hp.ne'
      linarith
    · by_cases hij : P i j = 0
      · rw [hij, zero_mul]
      · have e := h i j hij
        rw [div_eq_div_iff hs.ne' ht.ne'] at e
        have z : 0 + spread (electronDensity P) y * (x i - mean (holeDensity P) x)
            + -spread (holeDensity P) x * (y j - mean (electronDensity P) y) = 0 := by
          linarith
        rw [z]
        ring
```

The first direction uses `Finset.sum_eq_zero_iff_of_nonneg` twice, once for each sum. The second uses `hp`, the positivity of $st$, to cancel the factor. If exactly one spread is zero, the bracket closes to a point and the lower bound is always reached, but the stated criterion fails, because Lean sets division by zero to zero.

## Prescribed spreads and a size inside the bracket

The four numbers $h,e,s,t$ alone cannot give a narrower bracket. To see this, let $c$ now denote a correlation parameter. Give weight $(1+c)/4$ to each equal-index pair of two hole and two electron sites, and $(1-c)/4$ to each unequal pair.

```lean
/-- Two hole sites and two electron sites with correlation parameter `c`. -/
def twoSite (c : ℝ) (i j : Fin 2) : ℝ := if i = j then (1 + c) / 4 else (1 - c) / 4
```

Both densities are $(1/2,1/2)$ for every $c$.

```lean
/-- The two-site hole and electron densities are one half on each site for every `c`. -/
theorem twoSite_densities (c : ℝ) :
    holeDensity (twoSite c) = (fun _ => 1 / 2) ∧
      electronDensity (twoSite c) = (fun _ => 1 / 2) := by
  constructor <;> funext i <;> fin_cases i <;>
    simp [holeDensity, electronDensity, twoSite, Fin.sum_univ_two] <;> ring
```

Sites at $h\pm s$ and $e\pm t$ therefore have the prescribed means and, for $s,t\ge0$, the prescribed standard deviations. For a negative $s$, the standard deviation would be $|s|$, and the second part of the next lemma would fail.

```lean
/-- For `s ≥ 0`, weights of one half at `m - s` and `m + s` have mean `m` and standard deviation
`s`. -/
theorem twoSite_mean_spread (m : ℝ) {s : ℝ} (hs : 0 ≤ s) :
    mean (fun _ => 1 / 2) ![m - s, m + s] = m ∧
      spread (fun _ => 1 / 2) ![m - s, m + s] = s := by
  have hm : mean (fun _ => 1 / 2) ![m - s, m + s] = m := by
    simp only [mean, Fin.sum_univ_two, Matrix.cons_val_zero, Matrix.cons_val_one]
    ring
  refine ⟨hm, ?_⟩
  unfold spread
  rw [hm]
  simp only [Fin.sum_univ_two, Matrix.cons_val_zero, Matrix.cons_val_one]
  rw [show 1 / 2 * (m - s - m) ^ 2 + 1 / 2 * (m + s - m) ^ 2 = s ^ 2 by ring]
  exact Real.sqrt_sq hs
```

Direct summation gives

$$D=\tfrac{1+c}{2}\big[(h-e)^2+(s-t)^2\big]+\tfrac{1-c}{2}\big[(h-e)^2+(s+t)^2\big]=(h-e)^2+s^2+t^2-2cst .$$

Let $d$ be the desired mean squared separation. If $st>0$, solve for

$$c=\frac{(h-e)^2+s^2+t^2-d}{2st}.$$

The hypothesis `lo`, that $d$ is at least the lower bound, gives $c\le1$; `hi`, that it is at most the upper bound, gives $c\ge-1$. These limits keep the weights non-negative. If $st=0$, the bracket is a single point and $c=0$ serves.

```lean
/-- Every value `d` in the bracket is the mean squared separation of some two-site joint
distribution with sites at `h ± s` and `e ± t`. -/
theorem every_size_attained {h e s t d : ℝ} (hs : 0 ≤ s) (ht : 0 ≤ t)
    (lo : (h - e) ^ 2 + (s - t) ^ 2 ≤ d) (hi : d ≤ (h - e) ^ 2 + (s + t) ^ 2) :
    ∃ c : ℝ, IsJoint (twoSite c) ∧
      meanSqSep (twoSite c) ![h - s, h + s] ![e - t, e + t] = d := by
  have joint : ∀ c : ℝ, -1 ≤ c → c ≤ 1 → IsJoint (twoSite c) := by
    intro c h1 h2
    refine ⟨fun i j => ?_, ?_⟩
    · unfold twoSite
      split_ifs <;> linarith
    · simp [twoSite, Fin.sum_univ_two]
      ring
  have size : ∀ c : ℝ, meanSqSep (twoSite c) ![h - s, h + s] ![e - t, e + t]
      = (h - e) ^ 2 + s ^ 2 + t ^ 2 - 2 * c * s * t := by
    intro c
    simp [meanSqSep, twoSite, Fin.sum_univ_two]
    ring
  rcases (mul_nonneg hs ht).eq_or_lt with h0 | hp
  · refine ⟨0, joint 0 (by norm_num) (by norm_num), ?_⟩
    rw [size]
    linarith
  · have hq : 0 < 2 * (s * t) := by linarith
    -- solve the linear equation for the correlation parameter
    obtain ⟨c, hc⟩ : ∃ c : ℝ, c * (2 * (s * t)) = (h - e) ^ 2 + s ^ 2 + t ^ 2 - d :=
      ⟨_, div_mul_cancel₀ _ hq.ne'⟩
    refine ⟨c, joint c ?_ ?_, ?_⟩
    · exact le_of_mul_le_mul_right (by rw [hc]; linarith) hq
    · exact le_of_mul_le_mul_right (by rw [hc]; linarith) hq
    · rw [size]
      linear_combination -hc

end

end ExcitonSizeBracket
```

In the proof, `joint` checks the weights, `size` evaluates $D$, and the case split follows the two cases above. A value $d$ outside the bracket is unattainable, by `exciton_size_bracket`. The existence theorem itself mentions only the positions; the two lemmas before it supply the fixed densities, means and spreads. Thus, in this two-site model, identical densities are compatible with every mean squared separation in the bracket. Other pairs of densities can allow less: for non-zero spreads, the criterion of the previous section puts the lower bound out of reach unless the two densities have the same shape once centred and scaled by their spreads.

```lean
#print axioms ExcitonSizeBracket.exciton_size_bracket
-- 'ExcitonSizeBracket.exciton_size_bracket' depends on axioms: [propext, Classical.choice, Quot.sound]
#print axioms ExcitonSizeBracket.twoSite_densities
-- 'ExcitonSizeBracket.twoSite_densities' depends on axioms: [propext, Classical.choice, Quot.sound]
#print axioms ExcitonSizeBracket.twoSite_mean_spread
-- 'ExcitonSizeBracket.twoSite_mean_spread' depends on axioms: [propext, Classical.choice, Quot.sound]
#print axioms ExcitonSizeBracket.every_size_attained
-- 'ExcitonSizeBracket.every_size_attained' depends on axioms: [propext, Classical.choice, Quot.sound]
```
